# At a local minimum under uniform scaling, 2T = Σ_j k_j V_j for homogeneous potentials

Two electrons sit in a harmonic trap and repel each other through the Coulomb force. This system is called Hooke's atom. Squeezing its wavefunction uniformly towards the centre lowers the trap energy but raises both the kinetic energy and the repulsion. Letting it spread does the opposite. If the state already has its best size, how must the three energies be balanced?

The answer comes from one derivative, and it holds for any finite sum of homogeneous potentials. Applied to a computed state, the resulting relation is a necessary condition for its overall length scale to have been optimised. It is also sufficient when all the energies are nonnegative, but not in general. The test concerns only this one parameter and requires homogeneous potentials.

```lean
import Mathlib

open Filter Topology

namespace VirialFromScaling

noncomputable section

variable {ι : Type*}
```

## Homogeneous potentials give pure powers of the scale factor

Let ψ be a normalised state depending on n Cartesian coordinates, collected in x. For l > 0, define the scaled state

ψ_l(x) = l^(n/2) ψ(l x).

The prefactor keeps it normalised. A factor l > 1 compresses the state, and l = 1 leaves it alone. Each derivative of ψ_l brings out one factor l, so the nonrelativistic kinetic energy T of ψ, which is quadratic in the momenta, becomes l² T.

Now let U_j be a potential homogeneous of degree k_j, meaning U_j(c x) = c^(k_j) U_j(x) for c > 0, and let V_j be its expectation value in ψ. Substituting u = l x gives

∫ |ψ_l(x)|² U_j(x) dx = ∫ |ψ(u)|² U_j(u/l) du = l^(−k_j) V_j.

With j running over a finite set s, the energy of the scaled state is therefore

E(l) = l² T + Σ_j l^(−k_j) V_j.

The Lean development starts from this formula. In `scaledEnergy`, `T` is a real number, `s` is a finite set of labels, and `k` and `V` assign a real degree and a real energy to each label. The wavefunction, the operators and the finiteness of the integrals are not modelled; the scaling law stands in for them.

```lean
/-- Energy of a state scaled uniformly by the factor `l`: the kinetic energy `T` scales as `l ^ 2`,
and the energy `V j` of a potential homogeneous of degree `k j` scales as `l ^ (-k j)`. -/
def scaledEnergy (s : Finset ι) (T : ℝ) (k V : ι → ℝ) (l : ℝ) : ℝ :=
  l ^ 2 * T + ∑ j ∈ s, l ^ (-k j) * V j
```

For Hooke's atom the trap has degree 2 and the Coulomb repulsion degree −1. Writing V_trap and W for their energies at l = 1 gives

E(l) = l² T + V_trap/l² + l W.

```lean
/-- Scaled energy of Hooke's atom: kinetic energy `T`, harmonic trap energy `Vtrap` and
Coulomb repulsion `W`. -/
def hookeEnergy (T Vtrap W l : ℝ) : ℝ :=
  l ^ 2 * T + Vtrap / l ^ 2 + l * W
```

Without homogeneity, a potential energy need not follow a single power of l. A molecule with fixed nuclei shows this: scaling only the electron coordinates does not scale the distances between electrons and nuclei uniformly, and the simple relation then acquires further terms at a general geometry.

At l = 1 every power equals one, and E(1) is the ordinary total energy T + Σ_j V_j. The next theorem records this by simplification.

```lean
/-- At scale factor one the scaled energy is the sum of the kinetic and potential energies. -/
theorem scaledEnergy_one (s : Finset ι) (T : ℝ) (k V : ι → ℝ) :
    scaledEnergy s T k V 1 = T + ∑ j ∈ s, V j := by
  simp [scaledEnergy]
```

## A positive scale factor makes every power differentiable

A scale factor is a ratio of lengths, so it is positive. By hand, positivity is what permits the power rule for arbitrary real exponents:

d/dl l^(−k_j) = −k_j l^(−k_j−1).

Adding the kinetic term gives

E′(l) = 2 l T − Σ_j k_j l^(−k_j−1) V_j.

`HasDerivAt` states that the function is differentiable at the point and has the displayed derivative there. In the proof, `h2` differentiates the kinetic term and `hs` the finite sum, term by term. The hypothesis `hl : 0 < l` enters through `hl.ne'`, the fact that l is nonzero, which the power rule needs. The step `hneg` takes the minus sign out of the sum, and the two derivatives are then added.

```lean
/-- The derivative of the scaled energy with respect to a positive scale factor. -/
theorem scaledEnergy_hasDerivAt (s : Finset ι) (T : ℝ) (k V : ι → ℝ) {l : ℝ} (hl : 0 < l) :
    HasDerivAt (scaledEnergy s T k V)
      (2 * l * T - ∑ j ∈ s, k j * l ^ (-k j - 1) * V j) l := by
  have h2 : HasDerivAt (fun x : ℝ => x ^ 2 * T) (2 * l * T) l := by
    simpa using (hasDerivAt_pow 2 l).mul_const T
  have hs : HasDerivAt (fun x : ℝ => ∑ j ∈ s, x ^ (-k j) * V j)
      (∑ j ∈ s, (-k j * l ^ (-k j - 1)) * V j) l :=
    HasDerivAt.fun_sum fun j _ =>
      (Real.hasDerivAt_rpow_const (Or.inl hl.ne')).mul_const (V j)
  have hneg : ∑ j ∈ s, (-k j * l ^ (-k j - 1)) * V j
      = -∑ j ∈ s, k j * l ^ (-k j - 1) * V j := by
    rw [← Finset.sum_neg_distrib]
    exact Finset.sum_congr rfl fun j _ => by ring
  have h := h2.fun_add hs
  rw [hneg, ← sub_eq_add_neg] at h
  exact h
```

If l were allowed to reach zero, the formula could fail: a harmonic trap contributes V_trap/l², which diverges there when V_trap is positive. Negative l has no meaning as a compression or expansion.

## A local minimum at l = 1 gives the virial relation

The central hypothesis is that the state cannot lower its energy by a small uniform change of size. An exact ground state satisfies it whenever the scaled states are admissible, because they are competitors in the variational principle. A trial state satisfies it if its length scale has been optimised.

By hand, the hypothesis is used once. A differentiable function has zero derivative at an interior local minimum, so

0 = E′(1) = 2T − Σ_j k_j V_j,

and hence

2T = Σ_j k_j V_j.

In Lean, `IsLocalMin (scaledEnergy s T k V) 1` says that E(1) ≤ E(l) for all l sufficiently close to 1, on both sides. Equality is allowed, so the minimum need not be strict. The proof combines this hypothesis with the derivative at 1 to obtain `h0`. Simplification replaces the powers of one by one, and `linarith` rearranges the equation. No sign is assumed for `T` or for any `V j`.

```lean
/-- **Virial theorem from scaling.** If the scaled energy has a local minimum at scale factor one,
twice the kinetic energy is the sum of the potential energies weighted by their degrees. -/
theorem virial_of_isLocalMin (s : Finset ι) (T : ℝ) (k V : ι → ℝ)
    (h : IsLocalMin (scaledEnergy s T k V) 1) :
    2 * T = ∑ j ∈ s, k j * V j := by
  -- the energy is stationary under an infinitesimal change of scale
  have h0 := h.hasDerivAt_eq_zero (scaledEnergy_hasDerivAt s T k V one_pos)
  simp only [Real.one_rpow, mul_one] at h0
  linarith
```

Without the minimum, E′(1) can take any value and the relation generally fails. The smallest case shows this clearly. If s is empty, then E(l) = l² T, and the theorem forces T = 0. A free particle with T > 0 can always lower its energy by spreading out, so l = 1 is not a minimum for it.

The relation also removes T from the total energy:

E(1) = T + Σ_j V_j = ½ Σ_j k_j V_j + Σ_j V_j = Σ_j (1 + k_j/2) V_j.

For a single Coulomb potential, with degree −1, this is E(1) = V/2. In the proof, `hsum` splits the weighted sum into the two sums above, and the virial relation `hv` replaces one of them by 2T.

```lean
/-- At a local minimum with respect to scaling, the total energy is given by the potential
energies alone, each weighted by one plus half its degree. -/
theorem total_energy_of_isLocalMin (s : Finset ι) (T : ℝ) (k V : ι → ℝ)
    (h : IsLocalMin (scaledEnergy s T k V) 1) :
    scaledEnergy s T k V 1 = ∑ j ∈ s, (1 + k j / 2) * V j := by
  have hv := virial_of_isLocalMin s T k V h
  have hsum : ∑ j ∈ s, (1 + k j / 2) * V j
      = ∑ j ∈ s, V j + (1 / 2) * ∑ j ∈ s, k j * V j := by
    rw [Finset.mul_sum, ← Finset.sum_add_distrib]
    exact Finset.sum_congr rfl fun j _ => by ring
  rw [scaledEnergy_one, hsum, ← hv]
  ring
```

## Nonnegative energies turn the relation into a global minimum

Does the virial relation, in turn, guarantee that the state has its best size? It does if T ≥ 0 and every V_j ≥ 0. Kinetic energy always satisfies the first condition. The second holds for traps and repulsions, but not for attractive potentials such as that of a nucleus. The sign condition is sufficient, not necessary: if all potentials have degree −1 and total energy V, then E(l) = l² T + l V is convex for T ≥ 0. The relation, which now reads V = −2T, therefore gives a global minimum, although V is negative whenever T > 0.

The argument rests on the inequality e^y ≥ 1 + y. With y = a log l it becomes

l^a ≥ 1 + a log l

for every real a and every l > 0. Take a = 2 and multiply by T, then take a = −k_j and multiply by V_j. Nonnegativity is used exactly here, since multiplying by a negative number would reverse the inequality. Adding the results gives

E(l) ≥ T + Σ_j V_j + (2T − Σ_j k_j V_j) log l.

The virial relation makes the bracket vanish, leaving E(l) ≥ E(1) for every l > 0.

The theorem `minimum_iff_virial` states an equivalence: under the sign conditions, l = 1 minimises the energy among all positive l exactly when 2T = Σ_j k_j V_j. For the direction from minimum to relation, the proof notes that all numbers near 1 are positive, so the global minimum is also a local one and the earlier theorem applies. This direction does not use the signs. For the other direction, `key` is the logarithmic inequality, `hkin` and `hpot` are its products with the kinetic and potential energies, and `hsum` collects the terms containing log l. The hypotheses `hT` and `hV` enter in `hkin` and `hpot`.

```lean
/-- For nonnegative kinetic and potential energies, the virial relation holds exactly when scale
factor one minimises the energy among all positive scale factors. -/
theorem minimum_iff_virial (s : Finset ι) (T : ℝ) (k V : ι → ℝ)
    (hT : 0 ≤ T) (hV : ∀ j ∈ s, 0 ≤ V j) :
    (∀ l : ℝ, 0 < l → scaledEnergy s T k V 1 ≤ scaledEnergy s T k V l) ↔
      2 * T = ∑ j ∈ s, k j * V j := by
  constructor
  · intro h
    apply virial_of_isLocalMin
    have hpos : ∀ᶠ l : ℝ in 𝓝 1, 0 < l := lt_mem_nhds one_pos
    exact hpos.mono h
  · intro hv l hl
    -- every power of `l` lies above its tangent in the variable `log l`
    have key : ∀ a : ℝ, 1 + a * Real.log l ≤ l ^ a := by
      intro a
      rw [Real.rpow_def_of_pos hl]
      have := Real.add_one_le_exp (Real.log l * a)
      linarith
    have h2 := key 2
    rw [Real.rpow_two] at h2
    have hkin := mul_le_mul_of_nonneg_right h2 hT
    have hpot : ∑ j ∈ s, (1 + -k j * Real.log l) * V j ≤ ∑ j ∈ s, l ^ (-k j) * V j :=
      Finset.sum_le_sum fun j hj => mul_le_mul_of_nonneg_right (key (-k j)) (hV j hj)
    have hsum : ∑ j ∈ s, (1 + -k j * Real.log l) * V j
        = ∑ j ∈ s, V j - Real.log l * ∑ j ∈ s, k j * V j := by
      rw [Finset.mul_sum, ← Finset.sum_sub_distrib]
      exact Finset.sum_congr rfl fun j _ => by ring
    -- the virial relation cancels the terms linear in `log l`
    rw [hsum, ← hv] at hpot
    rw [scaledEnergy_one]
    unfold scaledEnergy
    linarith
```

If an energy is negative, the relation may hold at a maximum instead. Take T = 3 and one attractive potential of degree −3 with V = −2. Then 2T = 6 = (−3)(−2), so the relation is satisfied, while

E(l) = 3 l² − 2 l³,

E(1) − E(l) = 2 l³ − 3 l² + 1 = (l − 1)² (2l + 1).

The last expression is positive for every positive l ≠ 1. The state has the worst possible size within its scaling family, although it passes the virial test.

The Lean theorem contains both facts. Its first component is the numerical relation, and its second is the strict inequality at every other positive scale factor. The proof turns the real power into an ordinary cube in `h3`, shows in `hprod` that the factored difference is positive, and expands it.

```lean
/-- For kinetic energy `3` and one potential of degree `-3` with energy `-2`, the virial relation
holds, yet the energy at scale factor one exceeds that at every other positive scale factor. -/
theorem virial_at_strict_maximum :
    (2 * 3 = ∑ _j : Fin 1, (-3 : ℝ) * (-2)) ∧
      ∀ l : ℝ, 0 < l → l ≠ 1 →
        scaledEnergy (Finset.univ : Finset (Fin 1)) 3 (fun _ => -3) (fun _ => -2) l <
          scaledEnergy (Finset.univ : Finset (Fin 1)) 3 (fun _ => -3) (fun _ => -2) 1 := by
  refine ⟨by norm_num, fun l hl hne => ?_⟩
  have h3 : l ^ (-(-3 : ℝ)) = l ^ 3 := by
    rw [neg_neg]
    exact_mod_cast Real.rpow_natCast l 3
  rw [scaledEnergy_one]
  unfold scaledEnergy
  rw [Fin.sum_univ_one, Fin.sum_univ_one, h3]
  -- the energy difference is `(l - 1) ^ 2 * (2 * l + 1)`
  have hsq : 0 < (l - 1) ^ 2 := sq_pos_of_ne_zero (sub_ne_zero.mpr hne)
  have hprod : 0 < (l - 1) ^ 2 * (2 * l + 1) := mul_pos hsq (by linarith)
  linarith [hprod, show (l - 1) ^ 2 * (2 * l + 1) = 2 * l ^ 3 - 3 * l ^ 2 + 1 by ring]
```

## In Hooke's atom the trap outweighs the kinetic energy by half the repulsion

Hooke's atom fits the general form with two labels, degrees 2 and −1, and energies V_trap and W. In Lean these are the two-entry lists `![2, -1]` and `![Vtrap, W]`. The identification is stated for l > 0, where `e1` and `e2` rewrite the real powers l^(−2) and l^1 as the inverse square and l itself.

```lean
/-- For positive scale factors, the energy of Hooke's atom is the scaled energy with a potential
of degree `2` and a potential of degree `-1`. -/
theorem hookeEnergy_eq (T Vtrap W : ℝ) {l : ℝ} (hl : 0 < l) :
    hookeEnergy T Vtrap W l = scaledEnergy Finset.univ T ![2, -1] ![Vtrap, W] l := by
  have e1 : l ^ (-(2 : ℝ)) = (l ^ 2)⁻¹ := by rw [Real.rpow_neg hl.le, Real.rpow_two]
  have e2 : l ^ (-(-1 : ℝ)) = l := by rw [neg_neg, Real.rpow_one]
  unfold hookeEnergy scaledEnergy
  rw [Fin.sum_univ_two]
  change l ^ 2 * T + Vtrap / l ^ 2 + l * W
    = l ^ 2 * T + (l ^ (-(2 : ℝ)) * Vtrap + l ^ (-(-1 : ℝ)) * W)
  rw [e1, e2]
  ring
```

If l = 1 is a local minimum, the general relation reads 2T = 2 V_trap − W, or

2T − 2 V_trap + W = 0.

Equivalently, V_trap = T + W/2, which answers the opening question. When the repulsion energy W is zero, this reduces to T = V_trap, the familiar equality for a harmonic oscillator.

The only hypothesis of `hooke_virial` is the local minimum. The two expressions for the energy have been identified only for positive l, so the proof restricts attention to positive numbers near 1, which is enough for a local statement. This transfers the minimum to `scaledEnergy`, and the general theorem gives the relation.

```lean
/-- **Virial theorem for Hooke's atom.** At a local minimum with respect to scaling, the kinetic,
trap and repulsion energies satisfy `2 T - 2 Vtrap + W = 0`. -/
theorem hooke_virial (T Vtrap W : ℝ) (h : IsLocalMin (hookeEnergy T Vtrap W) 1) :
    2 * T - 2 * Vtrap + W = 0 := by
  have hpos : ∀ᶠ l : ℝ in 𝓝 1, 0 < l := lt_mem_nhds one_pos
  have h' : ∀ᶠ l : ℝ in 𝓝 1, hookeEnergy T Vtrap W 1 ≤ hookeEnergy T Vtrap W l := h
  have hmin : IsLocalMin (scaledEnergy Finset.univ T ![2, -1] ![Vtrap, W]) 1 := by
    refine (h'.and hpos).mono fun l hl => ?_
    rw [← hookeEnergy_eq T Vtrap W one_pos, ← hookeEnergy_eq T Vtrap W hl.2]
    exact hl.1
  have hv := virial_of_isLocalMin _ _ _ _ hmin
  rw [Fin.sum_univ_two] at hv
  change 2 * T = 2 * Vtrap + (-1) * W at hv
  linarith
```

For the equivalence with a global minimum, the three energies are assumed nonnegative. This is physically natural: the kinetic energy is never negative, the trap potential is measured from its lowest point, and the electrons repel. The proof checks the signs of the two potential energies in `hnonneg`, applies `minimum_iff_virial`, and translates each direction through `hookeEnergy_eq`.

```lean
/-- For nonnegative kinetic, trap and repulsion energies, scale factor one minimises the energy of
Hooke's atom among positive scale factors exactly when `2 T - 2 Vtrap + W = 0`. -/
theorem hooke_minimum_iff (T Vtrap W : ℝ) (hT : 0 ≤ T) (hV : 0 ≤ Vtrap) (hW : 0 ≤ W) :
    (∀ l : ℝ, 0 < l → hookeEnergy T Vtrap W 1 ≤ hookeEnergy T Vtrap W l) ↔
      2 * T - 2 * Vtrap + W = 0 := by
  have hnonneg : ∀ j ∈ (Finset.univ : Finset (Fin 2)), 0 ≤ (![Vtrap, W] : Fin 2 → ℝ) j := by
    intro j _
    fin_cases j
    · exact hV
    · exact hW
  have hiff := minimum_iff_virial Finset.univ T ![2, -1] ![Vtrap, W] hT hnonneg
  rw [Fin.sum_univ_two] at hiff
  change _ ↔ 2 * T = 2 * Vtrap + (-1) * W at hiff
  constructor
  · intro h
    have hv := hiff.mp fun l hl => by
      rw [← hookeEnergy_eq T Vtrap W one_pos, ← hookeEnergy_eq T Vtrap W hl]
      exact h l hl
    linarith
  · intro hv l hl
    rw [hookeEnergy_eq T Vtrap W one_pos, hookeEnergy_eq T Vtrap W hl]
    exact hiff.mpr (by linarith) l hl

end

end VirialFromScaling
```

The condition on W is more than this particular case needs, as a short argument beyond the theorems above shows. The repulsion enters E(l) linearly, while l² T and V_trap/l² are convex for l > 0 when T and V_trap are nonnegative. A stationary point is then a global minimum whatever the sign of W. The attractive potential of degree −3 in the earlier example enters as a cube, and there the sign does matter.

```lean
#print axioms VirialFromScaling.total_energy_of_isLocalMin
-- 'VirialFromScaling.total_energy_of_isLocalMin' depends on axioms: [propext, Classical.choice, Quot.sound]
#print axioms VirialFromScaling.virial_at_strict_maximum
-- 'VirialFromScaling.virial_at_strict_maximum' depends on axioms: [propext, Classical.choice, Quot.sound]
#print axioms VirialFromScaling.hooke_virial
-- 'VirialFromScaling.hooke_virial' depends on axioms: [propext, Classical.choice, Quot.sound]
#print axioms VirialFromScaling.hooke_minimum_iff
-- 'VirialFromScaling.hooke_minimum_iff' depends on axioms: [propext, Classical.choice, Quot.sound]
```
